# The $M = 0$ coupled states of two spins 3/2: the $J^2$ block and its four eigenvectors

Two spins of size 3/2 occur together in a dimer of $S = 3/2$ magnetic ions and in a pair of particles in $j = 3/2$ orbitals under $jj$ coupling. A code can store their states in the product basis $|m_1, m_2\rangle$, where the projections $m_1$ and $m_2$ each run over $3/2, 1/2, -1/2, -3/2$, which gives 16 states. A rotationally invariant interaction is diagonal in a different basis, labelled by the total angular momentum $J$ and its projection $M = m_1 + m_2$. The change of basis is a Clebsch-Gordan table, and its largest part belongs to $M = 0$, where four product states mix. This note fixes that part exactly, for this one pair of spins, with $\hbar = 1$ and real matrix elements.

## The block and the table

Let $k = 0, 1, 2, 3$ count the one-spin basis states, with projection $m_k = 3/2 - k$, and write $|k\rangle\rangle = |m_k, -m_k\rangle$ for the four product states with opposite projections. On these states the squared total angular momentum $J^2$ has the matrix

$$B = \begin{pmatrix} 3&3&0&0\\ 3&7&4&0\\ 0&4&7&3\\ 0&0&3&3 \end{pmatrix},$$

and it has no matrix element from them to any of the other twelve product states. The matrix $B$ has four orthonormal eigenvectors $c_n$, $n = 0, 1, 2, 3$, with eigenvalues $\lambda_n$:

| $n$ | $c_n$ | $\lambda_n$ | sign under $k \to 3-k$ |
|---|---|---|---|
| 0 | $(1, 3, 3, 1)/\sqrt{20}$ | 12 | $+$ |
| 1 | $(1, 1, -1, -1)/2$ | 6 | $-$ |
| 2 | $(3, -1, -1, 3)/\sqrt{20}$ | 2 | $+$ |
| 3 | $(1, -1, 1, -1)/2$ | 0 | $-$ |

The eigenvalues are $J(J+1)$ with $J = 3 - n$. The two-spin states $\psi_n = \sum_k c_n(k)\,|k\rangle\rangle$ are orthonormal eigenstates of the full $16 \times 16$ operator $J^2$, are annihilated by the total $z$ component $J_z$, and acquire the sign $(-1)^n$ when the two spins are exchanged.

## Sector blocks, exchange levels and sign conventions in a code

A simple exact-diagonalisation code for a few spins can build total operators by Kronecker products and cut out the sector of fixed $M$. With the flattened index $4a + b$ for the first spin in state $a$ and the second in state $b$, the states $|k\rangle\rangle$ sit at positions 3, 6, 9, 12:

```python
import numpy as np
jz = np.diag([1.5, 0.5, -0.5, -1.5])
jp = np.diag([np.sqrt(3), 2.0, np.sqrt(3)], k=1)
jm, I = jp.T, np.eye(4)
tot = lambda A: np.kron(A, I) + np.kron(I, A)
J2 = tot(jz) @ tot(jz) + 0.5 * (tot(jp) @ tot(jm) + tot(jm) @ tot(jp))
idx = [4 * k + (3 - k) for k in range(4)]
B = J2[np.ix_(idx, idx)]
```

The array `B` should agree with the integer matrix above up to rounding, the columns `idx` of `J2` should vanish in all other rows, and the matrix $C$ with rows $c_n$ should give $C B C^T = \mathrm{diag}(12, 6, 2, 0)$. These comparisons test the sizes of the ladder elements and the choice of the four sector positions against exact numbers. They do not test which spin comes first in the Kronecker product, because $J^2$ is unchanged when the two spins are swapped, and they do not notice a sign change of the middle ladder element or of both outer ones together.

For an isolated dimer with purely isotropic exchange $H = K\,\mathbf j_1 \cdot \mathbf j_2$, where $K$ is the coupling constant and $\mathbf j_1, \mathbf j_2$ are the two spins, one has $H = \tfrac K2 (J^2 - \tfrac{15}{2})$, so the $\psi_n$ would carry the energies $9K/4$, $-3K/4$, $-11K/4$, $-15K/4$. For two identical fermions in one $j = 3/2$ shell with no further label to tell them apart, antisymmetry would keep only odd $n$, that is $J = 2$ and $J = 0$.

Overall signs escape these tests. A numerical eigensolver may return $-c_n$ in place of $c_n$, and both satisfy every relation above. The table has a positive first entry in each row, as the Condon-Shortley convention prescribes. The matrix $B$ also looks the same in ascending and descending order of $m$, while the rows $n = 1$ and $n = 3$ change sign under the reversal, so a table stored in one order and used with operators in the other still passes the eigenvector test with those two states negated. The dimer energies, the fermion rule and the match with the phase convention are inferences for the user of the table and are not among the theorems below.

## From the ladder elements to the eigenvectors

For one spin, let $j_z$ be diagonal with entries $m_k$, and let the raising operator act as $j_+|m\rangle = \sqrt{15/4 - m(m+1)}\,|m+1\rangle$. For $m = 1/2, -1/2, -3/2$ the factor is $\sqrt3, 2, \sqrt3$. The lowering operator $j_-$ is the transpose of $j_+$. Multiplying out gives $j_+j_- = \mathrm{diag}(3,4,3,0)$ and $j_-j_+ = \mathrm{diag}(0,3,4,3)$. Their difference is $\mathrm{diag}(3,1,-1,-3) = 2j_z$. Half their sum is $\mathrm{diag}(3/2, 7/2, 7/2, 3/2)$, and adding $j_z^2 = \mathrm{diag}(9/4, 1/4, 1/4, 9/4)$ yields

$$j_z^2 + \tfrac12 (j_+j_- + j_-j_+) = \tfrac{15}{4}.$$

Since $j_+$ connects $m$ only to $m + 1$, also $j_zj_+ - j_+j_z = j_+$.

For a one-spin operator $A$ define the total operator $T(A) = A \otimes 1 + 1 \otimes A$, and set $J_z = T(j_z)$, $J_\pm = T(j_\pm)$ and $J^2 = J_z^2 + \tfrac12(J_+J_- + J_-J_+)$. The rule $(A \otimes A')(D \otimes D') = AD \otimes A'D'$ gives, for one-spin operators $A$ and $D$,

$$T(A)\,T(D) = AD \otimes 1 + A \otimes D + D \otimes A + 1 \otimes AD .$$

Applied to the three products in $J^2$, the terms acting on the first spin alone add up to $15/4$, and so do those acting on the second. The cross terms are $2\,j_z \otimes j_z$ from $J_z^2$, and $j_+ \otimes j_- + j_- \otimes j_+$ from each of $J_+J_-$ and $J_-J_+$, whose average is the same expression. Hence

$$J^2 = \tfrac{15}{2} + 2\,j_z \otimes j_z + j_+ \otimes j_- + j_- \otimes j_+ .$$

Now act on $|m, -m\rangle$. The first two terms return the state with factor $15/2 - 2m^2$, which is 3 for $m = \pm 3/2$ and 7 for $m = \pm 1/2$. The term $j_+ \otimes j_-$ produces $|m+1, -m-1\rangle$; raising $m$ and lowering $-m$ each contribute $\sqrt{15/4 - m(m+1)}$, so the product is $15/4 - m(m+1)$, equal to 3, 4, 3 for $m = 1/2, -1/2, -3/2$ and zero for $m = 3/2$. The last term is the transpose and supplies the same numbers on the other side of the diagonal. All resulting states have opposite projections, so the four states are mapped among themselves by the matrix $B$. Also $J_z|m,-m\rangle = (m - m)|m,-m\rangle = 0$.

Because $B$ is unchanged by $k \to 3-k$, its eigenvectors can be sought among even and odd vectors. With real amplitudes $x$ and $y$, an even vector $(x, y, y, x)$ is mapped according to $(x, y) \mapsto (3x + 3y,\ 3x + 11y)$. This $2 \times 2$ matrix has trace 14 and determinant 24, so its eigenvalues are 12 and 2, with $y = 3x$ and $x = -3y$. An odd vector $(x, y, -y, -x)$ is mapped according to $(x, y) \mapsto (3x + 3y,\ 3x + 3y)$, with eigenvalues 6 for $y = x$ and 0 for $y = -x$. The squared lengths are $1 + 9 + 9 + 1 = 20$ for the even vectors and 4 for the odd ones, which gives the normalised $c_n$. Even and odd vectors are orthogonal, and within each class the overlaps are proportional to $3 - 3 - 3 + 3 = 0$ and $1 - 1 - 1 + 1 = 0$. Finally, exchanging the spins sends $|m_k, -m_k\rangle$ to $|-m_k, m_k\rangle = |3-k\rangle\rangle$, so reversal of the list is exchange of the spins.

## The Lean development

```lean
import Mathlib

open Matrix
open scoped Kronecker

namespace SpinThreeHalvesCoupling

noncomputable section

/-- Operators on one spin 3/2, in the basis m = 3/2, 1/2, -1/2, -3/2. -/
abbrev Op1 := Matrix (Fin 4) (Fin 4) ℝ

/-- Operators on two spins 3/2, in the product basis |m₁, m₂⟩. -/
abbrev Op2 := Matrix (Fin 4 × Fin 4) (Fin 4 × Fin 4) ℝ

/-- The z component of a spin 3/2. -/
def Jz : Op1 := !![3/2, 0, 0, 0; 0, 1/2, 0, 0; 0, 0, -1/2, 0; 0, 0, 0, -3/2]

/-- The raising operator of a spin 3/2, with ladder elements √3, 2, √3. -/
def Jp : Op1 := !![0, √3, 0, 0; 0, 0, 2, 0; 0, 0, 0, √3; 0, 0, 0, 0]

/-- The lowering operator, the transpose of the raising operator. -/
def Jm : Op1 := Jpᵀ

/-- The total operator A ⊗ 1 + 1 ⊗ A of the two spins. -/
def tot (A : Op1) : Op2 := A ⊗ₖ (1 : Op1) + (1 : Op1) ⊗ₖ A

/-- The squared total angular momentum Jz² + (J₊J₋ + J₋J₊)/2 of the two spins. -/
def Jsq : Op2 := tot Jz * tot Jz + (1/2 : ℝ) • (tot Jp * tot Jm + tot Jm * tot Jp)

/-- The label of the product state |m, -m⟩, where m is the k-th projection. -/
def sector (k : Fin 4) : Fin 4 × Fin 4 := (k, Fin.rev k)

/-- The two-spin state with amplitude v k on the k-th state |m, -m⟩ and zero elsewhere. -/
def embed (v : Fin 4 → ℝ) : Fin 4 × Fin 4 → ℝ :=
  fun p => if p.2 = Fin.rev p.1 then v p.1 else 0

/-- The tridiagonal 4 × 4 matrix with diagonal 3, 7, 7, 3 and off-diagonal 3, 4, 3. -/
def block : Op1 := !![3, 3, 0, 0; 3, 7, 4, 0; 0, 4, 7, 3; 0, 0, 3, 3]

/-- The table of coupling coefficients; its rows are (1,3,3,1)/√20, (1,1,-1,-1)/2,
(3,-1,-1,3)/√20 and (1,-1,1,-1)/2. -/
def cg : Op1 :=
  !![1/√20, 3/√20, 3/√20, 1/√20;
     1/2, 1/2, -1/2, -1/2;
     3/√20, -1/√20, -1/√20, 3/√20;
     1/2, -1/2, 1/2, -1/2]

set_option maxHeartbeats 400000 in
/-- The spin-3/2 matrices obey [Jz, J₊] = J₊ and [J₊, J₋] = 2Jz, and
Jz² + (J₊J₋ + J₋J₊)/2 = 15/4. -/
theorem spin_algebra :
    Jz * Jp - Jp * Jz = Jp ∧ Jp * Jm - Jm * Jp = (2 : ℝ) • Jz ∧
      Jz * Jz + (1/2 : ℝ) • (Jp * Jm + Jm * Jp) = (15/4 : ℝ) • (1 : Op1) := by
  have h3 : √3 * √3 = (3 : ℝ) := Real.mul_self_sqrt (by norm_num)
  refine ⟨?_, ?_, ?_⟩ <;> ext i j <;>
    simp only [Jm, Matrix.sub_apply, Matrix.add_apply, Matrix.smul_apply, Matrix.mul_apply,
      Matrix.transpose_apply, Matrix.one_apply, Fin.sum_univ_four, smul_eq_mul] <;>
    fin_cases i <;> fin_cases j <;>
    simp [Jz, Jp, h3] <;> ring1

/-- The product of two total operators splits into two one-spin terms and two cross terms. -/
theorem tot_mul (A B : Op1) :
    tot A * tot B = (A * B) ⊗ₖ (1 : Op1) + A ⊗ₖ B + B ⊗ₖ A + (1 : Op1) ⊗ₖ (A * B) := by
  simp only [tot, Matrix.add_mul, Matrix.mul_add, ← Matrix.mul_kronecker_mul,
    Matrix.mul_one, Matrix.one_mul]
  abel

/-- For two spins 3/2, J² = 15/2 + 2 Jz ⊗ Jz + J₊ ⊗ J₋ + J₋ ⊗ J₊. -/
theorem Jsq_expand :
    Jsq = (15/2 : ℝ) • (1 : Op2) + (2 : ℝ) • (Jz ⊗ₖ Jz) + Jp ⊗ₖ Jm + Jm ⊗ₖ Jp := by
  -- each spin contributes 15/4
  have h1 := congrArg (fun A : Op1 => A ⊗ₖ (1 : Op1)) spin_algebra.2.2
  have h2 := congrArg (fun A : Op1 => (1 : Op1) ⊗ₖ A) spin_algebra.2.2
  simp only [Matrix.add_kronecker, Matrix.smul_kronecker, Matrix.one_kronecker_one] at h1
  simp only [Matrix.kronecker_add, Matrix.kronecker_smul, Matrix.one_kronecker_one] at h2
  simp only [Jsq, tot_mul]
  linear_combination (norm := module) h1 + h2

set_option maxHeartbeats 400000 in
/-- The matrix element of J² from the k-th state |m, -m⟩ to a product state vanishes unless
that state is some |m', -m'⟩, and then it is the corresponding entry of the tridiagonal block. -/
theorem Jsq_column (p : Fin 4 × Fin 4) (k : Fin 4) :
    Jsq p (sector k) = if p.2 = Fin.rev p.1 then block p.1 k else 0 := by
  obtain ⟨a, b⟩ := p
  have hrev : ∀ k : Fin 4, Fin.rev k = ![3, 2, 1, 0] k := by decide
  have h3 : √3 * √3 = (3 : ℝ) := Real.mul_self_sqrt (by norm_num)
  rw [Jsq_expand]
  simp only [sector, Matrix.add_apply, Matrix.smul_apply, Matrix.kroneckerMap_apply,
    Matrix.one_apply, smul_eq_mul, Prod.mk.injEq, hrev, Jm, Matrix.transpose_apply]
  fin_cases a <;> fin_cases b <;> fin_cases k <;> simp [Jz, Jp, block, h3] <;> ring1

set_option maxHeartbeats 400000 in
/-- All matrix elements of total Jz from a state |m, -m⟩ vanish. -/
theorem Jz_column (p : Fin 4 × Fin 4) (k : Fin 4) : tot Jz p (sector k) = 0 := by
  obtain ⟨a, b⟩ := p
  have hrev : ∀ k : Fin 4, Fin.rev k = ![3, 2, 1, 0] k := by decide
  simp only [tot, sector, Matrix.add_apply, Matrix.kroneckerMap_apply, Matrix.one_apply, hrev]
  fin_cases a <;> fin_cases b <;> fin_cases k <;> simp [Jz] <;> ring1

/-- The overlap of any two-spin state with an embedded state is a sum over the four
states |m, -m⟩. -/
theorem dot_embed (f : Fin 4 × Fin 4 → ℝ) (v : Fin 4 → ℝ) :
    f ⬝ᵥ embed v = ∑ k, f (sector k) * v k := by
  simp [dotProduct, embed, sector, Fintype.sum_prod_type]

/-- J² maps the embedded state with amplitudes v to the embedded state whose amplitudes are
the tridiagonal block applied to v. -/
theorem Jsq_embed (v : Fin 4 → ℝ) : Jsq *ᵥ embed v = embed (block *ᵥ v) := by
  ext ⟨a, b⟩
  change Jsq (a, b) ⬝ᵥ embed v = _
  rw [dot_embed]
  simp only [Jsq_column]
  by_cases h : b = Fin.rev a <;> simp [embed, h, Matrix.mulVec, dotProduct]

set_option maxHeartbeats 400000 in
/-- The block of J² on the states |m, -m⟩ is the tridiagonal matrix; the rows of the table are
orthonormal eigenvectors of it with eigenvalues 12, 6, 2, 0, and row n acquires the sign (-1)ⁿ
when the basis order is reversed. -/
theorem block_table :
    Jsq.submatrix sector sector = block ∧
    (∀ n, block *ᵥ cg n = (![12, 6, 2, 0] n : ℝ) • cg n) ∧
    (∀ n m, cg n ⬝ᵥ cg m = if n = m then 1 else 0) ∧
    (∀ n k, cg n (Fin.rev k) = (-1) ^ (n : ℕ) * cg n k) := by
  have hrev : ∀ k : Fin 4, Fin.rev k = ![3, 2, 1, 0] k := by decide
  have hc : (√20)⁻¹ * (√20)⁻¹ = (1/20 : ℝ) := by
    rw [← mul_inv, Real.mul_self_sqrt (by norm_num)]
    norm_num
  refine ⟨?_, ?_, ?_, ?_⟩
  · ext a k
    rw [Matrix.submatrix_apply, Jsq_column]
    simp [sector]
  · intro n
    ext k
    simp only [Matrix.mulVec, dotProduct, Fin.sum_univ_four, Pi.smul_apply, smul_eq_mul]
    fin_cases n <;> fin_cases k <;> simp [block, cg] <;> ring1
  · intro n m
    simp only [dotProduct, Fin.sum_univ_four]
    -- the norms of rows 0 and 2 use 1 + 9 + 9 + 1 = 20
    fin_cases n <;> fin_cases m <;> simp [cg] <;>
      (first | ring1 | linear_combination 20 * hc)
  · intro n k
    rw [hrev]
    fin_cases n <;> fin_cases k <;> simp [cg] <;> (first | ring1 | norm_num)

/-- In the 16-dimensional product space the four embedded rows of the table are orthonormal
eigenstates of J² with eigenvalues 12, 6, 2, 0, are annihilated by total Jz, and state n
acquires the sign (-1)ⁿ when the two spins are exchanged. -/
theorem coupled_states :
    (∀ n, Jsq *ᵥ embed (cg n) = (![12, 6, 2, 0] n : ℝ) • embed (cg n)) ∧
    (∀ n, tot Jz *ᵥ embed (cg n) = 0) ∧
    (∀ n m, embed (cg n) ⬝ᵥ embed (cg m) = if n = m then 1 else 0) ∧
    (∀ n a b, embed (cg n) (b, a) = (-1) ^ (n : ℕ) * embed (cg n) (a, b)) := by
  obtain ⟨-, heig, horth, hpar⟩ := block_table
  have hsmul : ∀ (c : ℝ) (v : Fin 4 → ℝ), embed (c • v) = c • embed v := by
    intro c v
    ext p
    simp [embed]
  refine ⟨?_, ?_, ?_, ?_⟩
  · intro n
    rw [Jsq_embed, heig, hsmul]
  · intro n
    ext p
    change tot Jz p ⬝ᵥ embed (cg n) = 0
    rw [dot_embed]
    simp [Jz_column]
  · intro n m
    rw [dot_embed, ← horth]
    simp [embed, sector, dotProduct]
  · intro n a b
    -- exchange sends |m, -m⟩ to |-m, m⟩, which reverses the basis order
    by_cases h : b = Fin.rev a
    · subst h
      simp [embed, hpar]
    · have h' : ¬ a = Fin.rev b := fun e => h (by rw [e, Fin.rev_rev])
      simp [embed, h, h']

end

end SpinThreeHalvesCoupling
```

```lean
#print axioms SpinThreeHalvesCoupling.coupled_states
```

```
'SpinThreeHalvesCoupling.coupled_states' depends on axioms: [propext, Classical.choice, Quot.sound]
```

## How the Lean objects map to spins and states

`Op1` is the type of real $4 \times 4$ matrices indexed by `Fin 4`, whose element $k$ stands for $m_k$. `Op2` is indexed by pairs, the first entry for the first spin. `Jz`, `Jp` and `Jm` are the one-spin operators $j_z$, $j_+$, $j_-$; the total operators are `tot Jz`, `tot Jp` and `tot Jm`, and `Jsq` is $J^2$. The ladder form of $J^2$ is taken as the definition, so $J_x$, $J_y$ and complex numbers never enter. `Fin.rev k` is $3 - k$, `sector k` is the label of $|k\rangle\rangle$, and `embed v` is the 16-component state with amplitude `v k` on $|k\rangle\rangle$ and zero elsewhere. `block` is $B$, and `cg n` is the normalised row $c_n$. The dot product `⬝ᵥ` involves no conjugation, which is the quantum-mechanical overlap here because all amplitudes are real.

Neither final theorem has hypotheses. `block_table` states four things: `Jsq.submatrix sector sector = block`; $B c_n = \lambda_n c_n$ with $\lambda_n$ written as `![12, 6, 2, 0] n`; $c_n \cdot c_m = \delta_{nm}$ for rows $n$ and $m$; and $c_n(3-k) = (-1)^n c_n(k)$. `coupled_states` states, for $\psi_n$ given by `embed (cg n)`, that $J^2\psi_n = \lambda_n\psi_n$, $J_z\psi_n = 0$, $\psi_n \cdot \psi_m = \delta_{nm}$, and $\psi_n(b, a) = (-1)^n\psi_n(a, b)$ for all index pairs $(a, b)$. The second theorem is the stronger physical statement, since an eigenvector of a submatrix, padded with zeros, need not be an eigenvector of the whole operator; here it is one because the columns have no entries outside the sector.

## Which lemma carries which step

`spin_algebra` verifies the two commutators and the value $15/4$ entry by entry, with `h3` supplying $\sqrt3 \cdot \sqrt3 = 3$. The commutators tie the explicit matrices to the angular momentum algebra; only the third statement is used afterwards. `tot_mul` is the expansion of $T(A)T(D)$: it distributes the product and applies `Matrix.mul_kronecker_mul` from right to left. In `Jsq_expand`, `h1` and `h2` are the $15/4$ identity tensored with the unit matrix on the right and on the left, and `linear_combination (norm := module) h1 + h2` adds them, which is the step where $15/4 + 15/4$ becomes $15/2$.

`Jsq_column` computes every matrix element of $J^2$ from $|k\rangle\rangle$ to a product state $(a, b)$. The derivation used the general ladder formula, whereas the proof runs through all $4 \cdot 4 \cdot 4 = 64$ cases and finds the entry of $B$ when $b = 3 - a$ and zero otherwise. `Jz_column` does the same for $J_z$ and finds zero throughout. `dot_embed` reduces an overlap with an embedded state from sixteen terms to four, and `Jsq_embed` combines it with the column formula into `Jsq *ᵥ embed v = embed (block *ᵥ v)` for every `v`, the statement that the sector is invariant.

`block_table` does not repeat the reduction to even and odd vectors. It takes the rows as given and checks the eigenvalue equations, overlaps and signs component by component; the norms of rows 0 and 2 use `hc`, the identity $(1/\sqrt{20})^2 = 1/20$, multiplied by 20. `coupled_states` then transports each part. The eigenvalue equation passes through `Jsq_embed` and the homogeneity `hsmul` of the embedding, the $J_z$ statement through `Jz_column`, and the overlaps through `dot_embed`. For exchange the proof splits on whether $b = 3 - a$: inside the sector the claim is the reversal sign `hpar`, and outside both sides vanish.

## Exact for this sector, silent on phases and other multiplet members

A code may treat the block, the four vectors, their eigenvalues, their orthonormality and their exchange signs as exact reference values over the real numbers, for the operators as defined and in descending order of $m$. Rounding is not modelled, so tolerances remain the programmer's choice.

The theorems concern $3/2 \times 3/2$ at $M = 0$ and no other pair of spins or value of $M$. The label $J$ does not occur in them; only the numbers 12, 6, 2, 0 do. Nothing is stated about the action of $J_\pm$ on the $\psi_n$, and the Clebsch-Gordan phase convention is defined through that action together with a sign choice in the state with $M = J$, so the overall sign of each row is a choice made in `cg`: every statement would hold equally with a row negated. The theorems show that the $\psi_n$ have $M = 0$ but do not state that they span all states with $M = 0$. No Hamiltonian and no particle statistics appear, and exchange means only the transposition of the two spin indices.
